# The Hartree–Fock energy minimised over orbitals is concave in each single occupation

Estimating an ionisation energy from one Hartree–Fock orbital energy means emptying the orbital while all orbitals keep their shape. The estimate uses the slope of the energy in one occupation. The problems below find that slope, then let the orbitals relax, with one occupation varied at a time and the global infimum taken over the orbitals.

Let p and q label finitely many spin orbitals with real occupations n_p, one-electron energies h_p and pair interactions g_pq (Coulomb minus exchange). The energy is

E(n) = ∑_p n_p h_p + ½ ∑_p ∑_q n_p n_q g_pq.

Assume g_pq = g_qp and g_pp = 0; the latter says that exchange cancels the self-repulsion of an orbital. In Lean, `ι` labels the orbitals, and h and g are given numbers, not integrals computed from wavefunctions.

```lean
import Mathlib

open Filter Topology

namespace FractionalOccupation

noncomputable section

variable {ι : Type*} [Fintype ι]

/-- The energy of occupations `n` with one-electron energies `h` and pair interactions `g`. -/
def energy (h : ι → ℝ) (g : ι → ι → ℝ) (n : ι → ℝ) : ℝ :=
  ∑ p, n p * h p + 1 / 2 * ∑ p, ∑ q, n p * n q * g p q
```

The energy of orbital p in the mean field of the others is ε_p = h_p + ∑_q g_pq n_q.

```lean
/-- The energy of orbital `p` in the mean field of the occupations `n`. -/
def orbitalEnergy (h : ι → ℝ) (g : ι → ι → ℝ) (n : ι → ℝ) (p : ι) : ℝ :=
  h p + ∑ q, g p q * n q
```

Let ω label the members of a family of orbital sets, each with its own h and g. The relaxed energy is the infimum of E over ω at fixed n.

```lean
/-- The infimum of the energy over a family of orbital sets at fixed occupations. -/
def relaxedEnergy {Ω : Type*} (h : Ω → ι → ℝ) (g : Ω → ι → ι → ℝ) (n : ι → ℝ) : ℝ :=
  ⨅ ω, energy (h ω) (g ω) n
```

## (a) A straight line at fixed orbitals

Write E(x) for the energy when n_p is replaced by x and the other occupations stay fixed. Show that

E(x) = E(0) + x ε_p.

The linear sum gains x h_p. In the double sum, the terms with exactly one index equal to p give

x ∑_{q≠p} n_q (g_pq + g_qp) = 2x ∑_q g_pq n_q,

by symmetry and g_pp = 0. The term with both indices equal to p is x² g_pp = 0. Halving the double sum and adding x h_p gives x ε_p.

In Lean, `Function.update n p x` makes the replacement. `L` handles a linear sum and is applied to both the outer and the inner sum; `S1` and `S2` identify the cross terms, and `Q` collects them.

```lean
/-- At fixed orbitals the energy is affine in each occupation, and its slope is the
orbital energy. -/
theorem energy_update [DecidableEq ι] (h : ι → ℝ) (g : ι → ι → ℝ)
    (hsymm : ∀ p q, g p q = g q p) (hdiag : ∀ p, g p p = 0)
    (n : ι → ℝ) (p : ι) (x : ℝ) :
    energy h g (Function.update n p x) =
      energy h g (Function.update n p 0) + x * orbitalEnergy h g n p := by
  have key : ∀ q, Function.update n p x q =
      Function.update n p 0 q + if q = p then x else 0 := by
    intro q
    by_cases hq : q = p
    · subst hq
      simp
    · simp [hq]
  -- a linear sum changes only through orbital p
  have L : ∀ w : ι → ℝ, ∑ q, Function.update n p x q * w q =
      ∑ q, Function.update n p 0 q * w q + x * w p := by
    intro w
    simp only [key, add_mul, Finset.sum_add_distrib, ite_mul, zero_mul,
      Finset.sum_ite_eq', Finset.mem_univ, if_true]
  have D : ∀ u : ι → ℝ, ∑ a, ∑ b, u a * u b * g a b = ∑ a, u a * ∑ b, u b * g a b := by
    intro u
    simp only [Finset.mul_sum, mul_assoc]
  have L2 : ∀ a, ∑ b, Function.update n p x b * g a b =
      ∑ b, Function.update n p 0 b * g a b + x * g a p := fun a => L (g a)
  have S1 : ∑ b, Function.update n p 0 b * g p b = ∑ q, g p q * n q := by
    refine Finset.sum_congr rfl fun b _ => ?_
    by_cases hb : b = p
    · subst hb
      simp [hdiag]
    · simp [hb, mul_comm]
  have S2 : ∑ a, Function.update n p 0 a * (x * g a p) =
      x * ∑ b, Function.update n p 0 b * g p b := by
    rw [Finset.mul_sum]
    refine Finset.sum_congr rfl fun a _ => ?_
    rw [hsymm a p]
    ring
  -- the quadratic sum has no x ^ 2 term because g p p = 0
  have Q : ∑ a, ∑ b, Function.update n p x a * Function.update n p x b * g a b =
      ∑ a, ∑ b, Function.update n p 0 a * Function.update n p 0 b * g a b +
        2 * x * ∑ q, g p q * n q := by
    rw [D (Function.update n p x), D (Function.update n p 0),
      L (fun a => ∑ b, Function.update n p x b * g a b)]
    simp only [L2, mul_add, Finset.sum_add_distrib]
    rw [S2, S1, hdiag p]
    ring
  unfold energy orbitalEnergy
  rw [Q, L h]
  ring
```

## (b) Relaxation bends the line downwards

Let E_ω(x) be the line from (a) for orbital set ω, and F(x) = inf_ω E_ω(x), with a nonempty family and a finite lower bound at each x in a convex set. For x, y in that set and a, b ≥ 0 with a + b = 1, show that

F(ax + by) ≥ a F(x) + b F(y).

Each E_ω is affine, so

E_ω(ax + by) = a E_ω(x) + b E_ω(y) ≥ a F(x) + b F(y).

The right side does not depend on ω, so it also bounds the infimum. The steps are `e` for the equality, `ciInf_le` for F ≤ E_ω, and `le_ciInf` for the final infimum. A self-consistent solution that is only a local minimum is not covered.

```lean
/-- The energy minimised over any family of orbital sets is concave in each single
occupation on every convex set where it is bounded below. -/
theorem relaxedEnergy_concave [DecidableEq ι] {Ω : Type*} [Nonempty Ω]
    (h : Ω → ι → ℝ) (g : Ω → ι → ι → ℝ)
    (hsymm : ∀ ω p q, g ω p q = g ω q p) (hdiag : ∀ ω p, g ω p p = 0)
    (n : ι → ℝ) (p : ι) {s : Set ℝ} (hs : Convex ℝ s)
    (hbdd : ∀ x ∈ s, BddBelow (Set.range fun ω =>
      energy (h ω) (g ω) (Function.update n p x))) :
    ConcaveOn ℝ s (fun x => relaxedEnergy h g (Function.update n p x)) := by
  refine ⟨hs, fun x hx y hy a b ha hb hab => ?_⟩
  simp only [smul_eq_mul, relaxedEnergy]
  refine le_ciInf fun ω => ?_
  have h1 := mul_le_mul_of_nonneg_left (ciInf_le (hbdd x hx) ω) ha
  have h2 := mul_le_mul_of_nonneg_left (ciInf_le (hbdd y hy) ω) hb
  have A := energy_update (h ω) (g ω) (hsymm ω) (hdiag ω) n p
  -- each fixed orbital set gives an affine function
  have e : energy (h ω) (g ω) (Function.update n p (a * x + b * y)) =
      a * energy (h ω) (g ω) (Function.update n p x) +
        b * energy (h ω) (g ω) (Function.update n p y) := by
    rw [A (a * x + b * y), A x, A y]
    linear_combination (-energy (h ω) (g ω) (Function.update n p 0)) * hab
  rw [e]
  exact add_le_add h1 h2
```

## (c) Two occupations varied together

Take orbitals 0 and 1 with h = 0 and g_01 = 1. Show that concavity fails on the unit square:

E(½, ½) < ½ E(0, 0) + ½ E(1, 1).

Here E = n_0 n_1, so the left side is ¼ and the right side is ½. Lean assumes concavity, inserts these two corners and reaches a false numerical inequality.

```lean
/-- For two orbitals with unit mutual repulsion and no one-electron energy, the energy is
not jointly concave in the two occupations. -/
theorem energy_not_jointly_concave :
    ¬ ConcaveOn ℝ (Set.Icc (0 : Fin 2 → ℝ) 1)
      (energy (fun _ => 0) (fun p q => if p = q then 0 else 1)) := by
  intro h
  have h01 : (0 : Fin 2 → ℝ) ≤ 1 := fun _ => by simp
  have := h.2 (Set.left_mem_Icc.mpr h01) (Set.right_mem_Icc.mpr h01)
    (by norm_num : (0 : ℝ) ≤ 1 / 2) (by norm_num : (0 : ℝ) ≤ 1 / 2) (by norm_num)
  norm_num [energy, Fin.sum_univ_two] at this
```

## (d) A helium-like model with one scale

Two 1s spin orbitals of opposite spin share the exponent z > 0 in the field of a nuclear charge Z. In hartree, each has kinetic energy z²/2 and nuclear attraction −Zz, and their mutual repulsion is 5z/8. These expressions are put in as data. With n_0 = 1 and n_1 = n, show that the energy is

S(n, z) = (1 + n)(z²/2 − Zz) + 5nz/8.

The linear sum gives the first term. The pairs (0,1) and (1,0) contribute ½ · 2 · n · 5z/8, which is the second.

```lean
/-- The energy of the scaled two-orbital model with nuclear charge `Z`, occupations 1 and
`n`, and orbital scale `z`. -/
def scaledEnergy (Z n z : ℝ) : ℝ := (1 + n) * (z ^ 2 / 2 - Z * z) + 5 * n * z / 8
```

Let R(n) be the infimum of S(n, z) over z > 0.

```lean
/-- The infimum of the scaled energy over all positive orbital scales. -/
def relaxedScaled (Z n : ℝ) : ℝ := ⨅ z : Set.Ioi (0 : ℝ), scaledEnergy Z n z
```

Let z* = Z − 5n/(8(1 + n)), the scale at which ∂S/∂z vanishes.

```lean
/-- The stationary orbital scale at occupation `n`. -/
def optimalScale (Z n : ℝ) : ℝ := Z - 5 * n / (8 * (1 + n))
```

Expanding the sums over `Fin 2` confirms the expression for S.

```lean
/-- Two spin orbitals, each of one-electron energy `z^2/2 - Z*z`, with mutual repulsion `5z/8` and
occupations 1 and `n`, have the scaled energy. -/
theorem energy_two_orbitals (Z n z : ℝ) :
    energy (fun _ : Fin 2 => z ^ 2 / 2 - Z * z)
      (fun p q => if p = q then 0 else 5 * z / 8) ![1, n] = scaledEnergy Z n z := by
  simp [energy, scaledEnergy, Fin.sum_univ_two]
  ring
```

## (e) A parabola in the scale

For 1 + n > 0, show that

S(n, z) = −½(1 + n) z*² + ½(1 + n)(z − z*)².

Since (1 + n)z* = (1 + n)Z − 5n/8, we have S = ½(1 + n)(z² − 2z* z). Completing the square gives the result; `field_simp` and `ring` do the same algebra.

```lean
/-- The scaled energy is a parabola in the orbital scale, centred at the stationary scale. -/
theorem scaledEnergy_square {Z n : ℝ} (hn : 0 < 1 + n) (z : ℝ) :
    scaledEnergy Z n z = -(1 + n) / 2 * optimalScale Z n ^ 2 +
      (1 + n) / 2 * (z - optimalScale Z n) ^ 2 := by
  have hne := hn.ne'
  unfold scaledEnergy optimalScale
  field_simp
  ring
```

## (f) The minimum

If also z* > 0, show that

R(n) = −½(1 + n) z*².

The square in (e) is nonnegative, so this value is a lower bound. It is reached at z = z*, which is an allowed scale. Lean proves the two inequalities separately.

```lean
/-- When the stationary scale is positive, the relaxed energy is `-(1+n)/2` times its
square. -/
theorem relaxedScaled_eq {Z n : ℝ} (hn : 0 < 1 + n) (hz : 0 < optimalScale Z n) :
    relaxedScaled Z n = -(1 + n) / 2 * optimalScale Z n ^ 2 := by
  have low : ∀ z, -(1 + n) / 2 * optimalScale Z n ^ 2 ≤ scaledEnergy Z n z := by
    intro z
    rw [scaledEnergy_square hn z]
    have : 0 ≤ (1 + n) / 2 * (z - optimalScale Z n) ^ 2 := by positivity
    linarith
  have : Nonempty (Set.Ioi (0 : ℝ)) := ⟨⟨optimalScale Z n, hz⟩⟩
  have hb : BddBelow (Set.range fun z : Set.Ioi (0 : ℝ) => scaledEnergy Z n z) :=
    ⟨_, by rintro _ ⟨z, rfl⟩; exact low z⟩
  refine le_antisymm ?_ (le_ciInf fun z => low z)
  refine (ciInf_le hb ⟨optimalScale Z n, hz⟩).trans_eq ?_
  change scaledEnergy Z n (optimalScale Z n) = _
  rw [scaledEnergy_square hn]
  ring
```

## (g) Room to differentiate

Under the same two conditions at n, show that for all m close enough to n

1 + m > 0 and z*(m) > 0.

Both expressions are continuous at n, because 1 + n ≠ 0, and a continuous function that is positive at a point is positive nearby.

```lean
/-- A positive stationary scale stays positive under small changes of the occupation. -/
theorem eventually_regular {Z n : ℝ} (hn : 0 < 1 + n) (hz : 0 < optimalScale Z n) :
    ∀ᶠ m in 𝓝 n, 0 < 1 + m ∧ 0 < optimalScale Z m := by
  have c1 : ContinuousAt (fun m : ℝ => 1 + m) n := by fun_prop
  have c2 : ContinuousAt (fun m : ℝ => Z - 5 * m / (8 * (1 + m))) n :=
    ContinuousAt.sub continuousAt_const
      (ContinuousAt.div (by fun_prop) (by fun_prop) (by positivity))
  exact (c1.eventually (lt_mem_nhds hn)).and (c2.eventually (lt_mem_nhds hz))
```

## (h) The slope after relaxation

Under the same conditions, show that

dR/dn = z*²/2 − Z z* + 5z*/8,

which is ε_1 at the relaxed scale.

Put c = Z − 5/8. Then z* = c + 5/(8(1 + n)), and (f) becomes

R(n) = −½c²(1 + n) − 5c/8 − 25/(128(1 + n)).

By (g) this holds near n, so

dR/dn = −½c² + 25/(128(1 + n)²) = −½c² + ½(z* − c)² = ½z*² − c z*,

as required. `hE` is the local formula for R.

```lean
/-- When `1 + n` and the stationary scale are positive, the slope of the relaxed energy in the
occupation is the energy of the fractionally occupied orbital at the stationary scale. -/
theorem relaxedScaled_slope {Z n : ℝ} (hn : 0 < 1 + n) (hz : 0 < optimalScale Z n) :
    HasDerivAt (relaxedScaled Z)
      (optimalScale Z n ^ 2 / 2 - Z * optimalScale Z n + 5 * optimalScale Z n / 8) n := by
  have hne := hn.ne'
  have hE : relaxedScaled Z =ᶠ[𝓝 n] fun t =>
      -(Z - 5 / 8) ^ 2 / 2 * (1 + t) - 5 / 8 * (Z - 5 / 8) - 25 / 128 / (1 + t) := by
    filter_upwards [eventually_regular hn hz] with m hm
    have hm' := hm.1.ne'
    rw [relaxedScaled_eq hm.1 hm.2]
    unfold optimalScale
    field_simp
    ring
  have D1 : HasDerivAt (fun t : ℝ => 1 + t) 1 n := (hasDerivAt_id' n).const_add 1
  refine HasDerivAt.congr_of_eventuallyEq ?_ hE
  refine (((D1.const_mul (-(Z - 5 / 8) ^ 2 / 2)).sub_const (5 / 8 * (Z - 5 / 8))).fun_sub
    ((hasDerivAt_const n (25 / 128 : ℝ)).fun_div D1 hne)).congr_deriv ?_
  unfold optimalScale
  field_simp
  ring
```

## (i) The curvature

For Z > 5/16 and 0 ≤ n ≤ 1, show that

d²R/dn² = −25/(64(1 + n)³).

Since 2n ≤ 1 + n, we have 5n/(8(1 + n)) ≤ 5/16 < Z, so z* > 0 and (h) applies near n. Differentiating 25/(128(1 + n)²) gives the result. The derivative is two-sided even at n = 0 and n = 1, because the formula for R extends slightly beyond them. The theorem also states that R is differentiable near n, so `deriv` there is the true slope.

```lean
/-- For `Z > 5/16` and `n` in `[0,1]`, the relaxed energy is differentiable near `n` and
its second derivative at `n` is `-25/(64(1+n)^3)`. -/
theorem relaxedScaled_curvature {Z n : ℝ} (hZ : 5 / 16 < Z) (hn : n ∈ Set.Icc (0 : ℝ) 1) :
    (∀ᶠ m in 𝓝 n, DifferentiableAt ℝ (relaxedScaled Z) m) ∧
      HasDerivAt (deriv (relaxedScaled Z)) (-25 / (64 * (1 + n) ^ 3)) n := by
  have h1 : 0 < 1 + n := by linarith [hn.1]
  have hne := h1.ne'
  -- the bound on Z keeps the optimal scale positive up to n = 1
  have hz : 0 < optimalScale Z n := by
    have : 5 * n / (8 * (1 + n)) ≤ 5 / 16 := by
      rw [div_le_iff₀ (by positivity)]
      linarith [hn.2]
    unfold optimalScale
    linarith
  have ev := eventually_regular h1 hz
  refine ⟨ev.mono fun m hm => (relaxedScaled_slope hm.1 hm.2).differentiableAt, ?_⟩
  have hE : deriv (relaxedScaled Z) =ᶠ[𝓝 n] fun t =>
      -(Z - 5 / 8) ^ 2 / 2 + 25 / 128 / ((1 + t) * (1 + t)) := by
    filter_upwards [ev] with m hm
    have hm' := hm.1.ne'
    rw [(relaxedScaled_slope hm.1 hm.2).deriv]
    unfold optimalScale
    field_simp
    ring
  have D1 : HasDerivAt (fun t : ℝ => 1 + t) 1 n := (hasDerivAt_id' n).const_add 1
  refine HasDerivAt.congr_of_eventuallyEq ?_ hE
  refine (((hasDerivAt_const n (25 / 128 : ℝ)).fun_div (D1.fun_mul D1)
    (mul_ne_zero hne hne)).const_add (-(Z - 5 / 8) ^ 2 / 2)).congr_deriv ?_
  field_simp
  ring
```

## (j) Concavity for every nuclear charge

For any real Z, and x, y in [0, 1] with weights a, b as in (b), show that

R(ax + by) ≥ a R(x) + b R(y).

Apply (b) with the scales z > 0 as the family. By (d) its energies are S(n, z), and by (e) they are bounded below by −½(1 + n)z*², whatever the sign of z*. The minimum need not be attained, so no condition on Z is needed. In Lean, `key` is this application of (b), and `hu` identifies the updated occupations with `![1, x]`.

```lean
/-- The relaxed energy of the scaled two-orbital model is concave in the occupation on
`[0,1]`. -/
theorem relaxedScaled_concave (Z : ℝ) :
    ConcaveOn ℝ (Set.Icc (0 : ℝ) 1) (relaxedScaled Z) := by
  have : Nonempty (Set.Ioi (0 : ℝ)) := ⟨⟨1, Set.mem_Ioi.mpr one_pos⟩⟩
  have hu : ∀ x : ℝ, Function.update (![1, 0] : Fin 2 → ℝ) 1 x = ![1, x] := by
    intro x
    ext i
    fin_cases i <;> simp
  have key := relaxedEnergy_concave (Ω := Set.Ioi (0 : ℝ))
    (fun z (_ : Fin 2) => (z : ℝ) ^ 2 / 2 - Z * z)
    (fun z p q => if p = q then 0 else 5 * (z : ℝ) / 8)
    (fun z p q => by simp only [eq_comm]) (fun z p => by simp)
    ![1, 0] 1 (convex_Icc (0 : ℝ) 1) (by
      intro x hx
      have h1 : 0 < 1 + x := by linarith [hx.1]
      refine ⟨-(1 + x) / 2 * optimalScale Z x ^ 2, ?_⟩
      rintro _ ⟨z, rfl⟩
      simp only [hu, energy_two_orbitals]
      rw [scaledEnergy_square h1]
      have : 0 ≤ (1 + x) / 2 * ((z : ℝ) - optimalScale Z x) ^ 2 := by positivity
      linarith)
  simp only [hu, relaxedEnergy, energy_two_orbitals] at key
  exact key

end

end FractionalOccupation
```

```lean
#print axioms FractionalOccupation.relaxedEnergy_concave
#print axioms FractionalOccupation.energy_not_jointly_concave
#print axioms FractionalOccupation.relaxedScaled_curvature
#print axioms FractionalOccupation.relaxedScaled_concave
```

```
'FractionalOccupation.relaxedEnergy_concave' depends on axioms: [propext, Classical.choice, Quot.sound]
'FractionalOccupation.energy_not_jointly_concave' depends on axioms: [propext, Classical.choice, Quot.sound]
'FractionalOccupation.relaxedScaled_curvature' depends on axioms: [propext, Classical.choice, Quot.sound]
'FractionalOccupation.relaxedScaled_concave' depends on axioms: [propext, Classical.choice, Quot.sound]
```
